# Capping the intermediate spin at one leaves 2^m singlet couplings of 2m + 2 electrons, a share of all such couplings that tends to zero

## Does losing one singlet in five stay harmless?

Build a singlet of 2m electrons by adding one spin ½ at a time, and let S_k be the total spin after k electrons. Each standard tableau of shape (m, m) records one such history: entry k in row one means that electron k raised the spin by ½, and entry k in row two means that it lowered it.

I would like to shorten the list by keeping only histories with S_k ≤ 1 at every step. For six electrons this removes one history out of five, which looks mild. After 2, 4, …, 2m − 2 electrons I still allow both singlet and triplet, so the restriction seems loose. Does it stay mild for more electrons, or am I discarding nearly everything?

## One binary choice per pair, against Catalan growth

Write a history as a word with letter U for row one and D for row two. Let e_k be the number of U's minus the number of D's among the first k letters, so that e_k = 2S_k. A word of length 2m is a tableau of shape (m, m) exactly when e_k ≥ 0 for every k and e_2m = 0. The cap is e_k ≤ 2: it forbids the electrons already added from forming a quartet or anything higher.

In the Lean file, `twiceSpin` is this excess, and `Tableau m` is the type of Mathlib's Dyck words with m letters U. The identification of a tableau with its row word is thus part of the definition. `SpinCapped` is the cap, stated for every prefix `take k`; once k passes the end of the word the prefix is the whole word, with excess 0, so nothing is added. `share m` is the number of capped tableaux divided by the number of all tableaux of shape (m, m).

With these conventions, you are discarding nearly everything once the number of electrons is large.

### Counting the survivors

Take shape (m+1, m+1), hence 2m + 2 electrons. The numbers of U's and D's in a prefix add up to k, so e_k has the parity of k. For odd k within the word, e_k is odd and lies between 0 and 2, so

e_k = 1, that is, S_k = ½.

The first letter is therefore U, and the last is D, since it takes the excess from 1 to 0. The 2m letters between them form m consecutive pairs, each starting and ending at excess 1. Such a pair is UD, passing through a triplet, or DU, passing through a singlet. Both respect the bounds, and the choices are independent, so there are

2^m capped tableaux.

For m = 0 this is the single word UD. For m = 2 it is four of the five words, the missing one being UUUDDD.

### Comparing with all tableaux

Put n = m + 1. There are C(2n, n) words with n letters U and n letters D. In a word that violates e_k ≥ 0, exchange U and D after the first prefix with excess −1. This matches the violating words one to one with the words that have n − 1 letters U and n + 1 letters D. The number of tableaux is therefore the Catalan number

C(2n, n) − C(2n, n+1) = C(2n, n) / (n+1).

To bound it from below, sum the binomials C(2n, j) over j = 0, …, 2n, which gives 4^n. Merge the two end terms into 1 + 1 = 2 ≤ C(2n, n). Now there are 2n terms, none larger than C(2n, n), so

4^n ≤ 2n · C(2n, n).

The share is then

2^(n−1) (n+1) / C(2n, n) ≤ 2^(n−1) · 2n(n+1) / 4^n = n(n+1) / 2^n.

Going from n to n + 1 multiplies this bound by (n+2)/(2n), which is at most ¾ for n ≥ 4, so the bound tends to zero and the share with it. The bound first drops below 1 at n = 5, where the share itself is 16/42. For twenty electrons the share is 512/16796, about 3 per cent.

For configuration lists in electronic structure, this measures how strongly such a cap shortens the list of singlet spin couplings for one fixed set of singly occupied orbitals; it counts basis labels and says nothing about how much weight a given wavefunction has on the discarded ones.

### What the theorems say

`card_spinCapped` states that for every natural number m, including 0, exactly 2^m tableaux of shape (m+1, m+1) satisfy the cap. Writing m + 1 for the row length keeps the exponent free of subtraction. `share_le` is the bound above in terms of m,

share(m+1) ≤ (m+1)(m+2) / 2^(m+1),

and `share_tendsto_zero` is the limit. `spin_half_after_odd` states separately that a capped tableau of shape (m, m) has spin ½ after 2j + 1 electrons, provided 2j + 1 ≤ 2m. The statements concern words only: no Hamiltonian, spatial orbital or spin function enters, and the final spin is always zero.

```lean
import Mathlib

open DyckStep Filter Topology

namespace TruncatedGenealogicalCoupling

/-- Twice the spin reached by a coupling word: the number of entries in row one (`U`)
minus the number in row two (`D`). -/
def twiceSpin (w : List DyckStep) : ℤ := (w.count U : ℤ) - w.count D

/-- A standard tableau of shape `(m, m)`, recorded by its row word (Yamanouchi symbol):
letter `k` is `U` if entry `k` lies in row one and `D` if it lies in row two. -/
abbrev Tableau (m : ℕ) := {p : DyckWord // p.semilength = m}

/-- The intermediate spin never exceeds one: for every `k`, at most two more entries up to
`k` lie in row one than in row two. -/
def SpinCapped {m : ℕ} (T : Tableau m) : Prop :=
  ∀ k, twiceSpin (T.1.toList.take k) ≤ 2

/-- The share of the standard tableaux of shape `(m, m)` that survive the cap. -/
noncomputable def share (m : ℕ) : ℝ :=
  (Nat.card {T : Tableau m // SpinCapped T} : ℝ) / Nat.card (Tableau m)

/-- The word built from a list of binary choices, each contributing `UD` or `DU`,
and closed by a final `D`. -/
def pairChoices : List Bool → List DyckStep
  | [] => [D]
  | true :: c => U :: D :: pairChoices c
  | false :: c => D :: U :: pairChoices c

/-- A letter `U` raises twice the spin of a word by one, and a letter `D` lowers it by one. -/
theorem twiceSpin_cons (w : List DyckStep) :
    twiceSpin (U :: w) = twiceSpin w + 1 ∧ twiceSpin (D :: w) = twiceSpin w - 1 := by
  constructor <;> simp [twiceSpin] <;> ring

/-- In a capped tableau of shape `(m, m)` the intermediate spin after any odd number of
electrons, up to `2m`, is exactly one half. -/
theorem spin_half_after_odd {m : ℕ} (T : Tableau m) (hT : SpinCapped T) (j : ℕ)
    (hj : 2 * j + 1 ≤ 2 * m) : twiceSpin (T.1.toList.take (2 * j + 1)) = 1 := by
  -- twice the spin has the parity of the number of electrons
  have parity : ∀ w : List DyckStep, ∃ z : ℤ, twiceSpin w = w.length + 2 * z := by
    intro w
    induction w with
    | nil => exact ⟨0, by simp [twiceSpin]⟩
    | cons x w ih =>
      obtain ⟨z, hz⟩ := ih
      cases x
      · exact ⟨z, by rw [(twiceSpin_cons w).1, hz, List.length_cons]; push_cast; ring⟩
      · exact ⟨z - 1, by rw [(twiceSpin_cons w).2, hz, List.length_cons]; push_cast; ring⟩
  have hl := T.1.two_mul_semilength_eq_length
  rw [T.2] at hl
  have hk : (T.1.toList.take (2 * j + 1)).length = 2 * j + 1 := by
    rw [List.length_take]; omega
  obtain ⟨z, hz⟩ := parity (T.1.toList.take (2 * j + 1))
  rw [hk] at hz
  have h0 : 0 ≤ twiceSpin (T.1.toList.take (2 * j + 1)) := by
    have := T.1.count_D_le_count_U (2 * j + 1)
    unfold twiceSpin; omega
  have h2 := hT (2 * j + 1)
  push_cast at hz
  omega

/-- Different lists of binary choices give different coupling words. -/
theorem pairChoices_injective : Function.Injective pairChoices := by
  intro c
  induction c with
  | nil =>
    intro d h
    rcases d with _ | ⟨b, d⟩
    · rfl
    · cases b <;> simp [pairChoices] at h
  | cons b c ih =>
    intro d h
    rcases d with _ | ⟨b', d⟩
    · cases b <;> simp [pairChoices] at h
    · cases b <;> cases b' <;> simp [pairChoices] at h ⊢ <;> exact ih h

/-- A word built from `n` choices has `2n + 1` letters, lowers the spin by one half in total,
and on the way changes it by at most one half in either direction. -/
theorem pairChoices_spin (c : List Bool) :
    (pairChoices c).length = 2 * c.length + 1 ∧ twiceSpin (pairChoices c) = -1 ∧
      ∀ k, -1 ≤ twiceSpin ((pairChoices c).take k) ∧
        twiceSpin ((pairChoices c).take k) ≤ 1 := by
  induction c with
  | nil =>
    refine ⟨rfl, by simp [pairChoices, twiceSpin], fun k => ?_⟩
    rcases k with _ | k <;> simp [pairChoices, twiceSpin]
  | cons b c ih =>
    obtain ⟨h1, h2, h3⟩ := ih
    refine ⟨?_, ?_, fun k => ?_⟩
    · cases b <;> simp only [pairChoices, List.length_cons, h1] <;> omega
    · cases b <;> simp only [pairChoices, twiceSpin_cons, h2] <;> norm_num
    · rcases k with _ | _ | k
      · simp [twiceSpin]
      · cases b <;> simp [pairChoices, twiceSpin]
      · have := h3 k
        cases b <;> simp only [pairChoices, List.take_succ_cons, twiceSpin_cons] <;> omega

/-- Every word of `2n + 1` letters that lowers the spin by one half in total, and on the way
changes it by at most one half in either direction, comes from `n` binary choices. -/
theorem exists_pairChoices (n : ℕ) : ∀ w : List DyckStep, w.length = 2 * n + 1 →
    twiceSpin w = -1 → (∀ k, -1 ≤ twiceSpin (w.take k) ∧ twiceSpin (w.take k) ≤ 1) →
    ∃ c : List Bool, c.length = n ∧ pairChoices c = w := by
  have hnil : twiceSpin [] = 0 := by simp [twiceSpin]
  induction n with
  | zero =>
    intro w hl he _
    obtain ⟨x, rfl⟩ := List.length_eq_one_iff.mp (by simpa using hl)
    cases x
    · rw [(twiceSpin_cons []).1, hnil] at he
      omega
    · exact ⟨[], rfl, rfl⟩
  | succ n ih =>
    intro w hl he hb
    rcases w with _ | ⟨x, _ | ⟨y, w⟩⟩
    · simp only [List.length_nil] at hl; omega
    · simp only [List.length_cons, List.length_nil] at hl; omega
    · have hl' : w.length = 2 * n + 1 := by simp only [List.length_cons] at hl; omega
      have hb' : ∀ k, -1 ≤ twiceSpin (x :: y :: w.take k) ∧
          twiceSpin (x :: y :: w.take k) ≤ 1 := fun k => hb (k + 2)
      have h2 := hb' 0
      -- equal neighbours `UU` and `DD` break the bounds
      cases x <;> cases y <;>
        simp only [List.take_zero, twiceSpin_cons, hnil] at h2 he hb'
      · omega
      · obtain ⟨c, hc, hw⟩ := ih w hl' (by omega) (fun k => by have := hb' k; omega)
        exact ⟨true :: c, by simp [hc], by simp [pairChoices, hw]⟩
      · obtain ⟨c, hc, hw⟩ := ih w hl' (by omega) (fun k => by have := hb' k; omega)
        exact ⟨false :: c, by simp [hc], by simp [pairChoices, hw]⟩
      · omega

/-- Exactly `2 ^ m` standard tableaux of shape `(m + 1, m + 1)` keep every intermediate
spin at most one. -/
theorem card_spinCapped (m : ℕ) :
    Nat.card {T : Tableau (m + 1) // SpinCapped T} = 2 ^ m := by
  have hw : ∀ c k, 0 ≤ twiceSpin ((U :: pairChoices c).take k) ∧
      twiceSpin ((U :: pairChoices c).take k) ≤ 2 := by
    intro c k
    rcases k with _ | k
    · simp [twiceSpin]
    · have := (pairChoices_spin c).2.2 k
      simp only [List.take_succ_cons, twiceSpin_cons]
      omega
  have he : ∀ c, twiceSpin (U :: pairChoices c) = 0 := by
    intro c
    rw [(twiceSpin_cons _).1, (pairChoices_spin c).2.1]; norm_num
  let word (c : List Bool) : DyckWord := ⟨U :: pairChoices c,
    by have := he c; unfold twiceSpin at this; omega,
    fun k => by have := (hw c k).1; unfold twiceSpin at this; omega⟩
  have hs : ∀ c : List Bool, (word c).semilength = c.length + 1 := by
    intro c
    have h := (word c).two_mul_semilength_eq_length
    have h' : (word c).toList.length = 2 * c.length + 1 + 1 := by
      change (U :: pairChoices c).length = _
      rw [List.length_cons, (pairChoices_spin c).1]
    omega
  -- `m` free binary choices correspond to the capped tableaux
  let f : List.Vector Bool m → {T : Tableau (m + 1) // SpinCapped T} :=
    fun c => ⟨⟨word c.1, by rw [hs, c.2]⟩, fun k => (hw c.1 k).2⟩
  have hf : Function.Bijective f := by
    constructor
    · intro c d h
      have h1 : U :: pairChoices c.1 = U :: pairChoices d.1 :=
        congrArg (fun T => T.1.1.toList) h
      exact Subtype.ext (pairChoices_injective (List.cons.inj h1).2)
    · rintro ⟨⟨p, hp⟩, hc⟩
      have hlen := p.two_mul_semilength_eq_length
      rw [hp] at hlen
      have hpos : ∀ k, 0 ≤ twiceSpin (p.toList.take k) := fun k => by
        have := p.count_D_le_count_U k
        unfold twiceSpin; omega
      have hc' : ∀ k, twiceSpin (p.toList.take k) ≤ 2 := hc
      have htot : twiceSpin p.toList = 0 := by
        have := p.count_U_eq_count_D
        unfold twiceSpin; omega
      obtain ⟨w, hpw⟩ : ∃ w, p.toList = U :: w := by
        rcases hq : p.toList with _ | ⟨x, w⟩
        · simp [hq] at hlen
        · cases x
          · exact ⟨w, rfl⟩
          · have := hpos 1
            simp [hq, twiceSpin] at this
      rw [hpw] at hlen htot
      simp only [hpw] at hpos hc'
      obtain ⟨c, hc1, hcw⟩ := exists_pairChoices m w
        (by simp only [List.length_cons] at hlen; omega)
        (by rw [(twiceSpin_cons w).1] at htot; omega)
        (fun k => by
          have a := hpos (k + 1)
          have b := hc' (k + 1)
          simp only [List.take_succ_cons, twiceSpin_cons] at a b
          omega)
      refine ⟨⟨c, hc1⟩, Subtype.ext (Subtype.ext (DyckWord.ext ?_))⟩
      change U :: pairChoices c = p.toList
      rw [hcw, hpw]
  rw [← Nat.card_eq_of_bijective f hf, Nat.card_eq_fintype_card, card_vector,
    Fintype.card_bool]

/-- For shape `(n, n)` with `n = m + 1`, the surviving share is at most
`n (n + 1) / 2 ^ n`. -/
theorem share_le (m : ℕ) :
    share (m + 1) ≤ ((m : ℝ) + 1) * (m + 2) / 2 ^ (m + 1) := by
  have hcat := succ_mul_catalan_eq_centralBinom (m + 1)
  have hpos : 0 < catalan (m + 1) := by
    refine Nat.pos_of_ne_zero fun h => ?_
    have := Nat.centralBinom_pos (m + 1)
    rw [h] at hcat
    omega
  have h4 := Nat.four_pow_le_two_mul_self_mul_centralBinom (m + 1) (Nat.succ_pos m)
  rw [← hcat] at h4
  have h4' : (4 : ℝ) ^ (m + 1) ≤
      2 * ((m : ℝ) + 1) * (((m : ℝ) + 1 + 1) * catalan (m + 1)) := by
    exact_mod_cast h4
  have hp : (4 : ℝ) ^ (m + 1) = 2 * (2 ^ m * 2 ^ (m + 1)) := by
    rw [show (4 : ℝ) = 2 * 2 by norm_num, mul_pow]; ring
  have hposR : (0 : ℝ) < catalan (m + 1) := by exact_mod_cast hpos
  unfold share
  rw [card_spinCapped, Nat.card_eq_fintype_card,
    DyckWord.card_dyckWord_semilength_eq_catalan, div_le_div_iff₀ hposR (by positivity)]
  push_cast
  linarith

/-- The share of standard tableaux of shape `(m, m)` whose intermediate spins never exceed
one tends to zero as `m` grows. -/
theorem share_tendsto_zero : Tendsto share atTop (𝓝 0) := by
  rw [← tendsto_add_atTop_iff_nat 1]
  -- a polynomial over an exponential vanishes in the limit
  have h := (tendsto_pow_const_div_const_pow_of_one_lt 2 (one_lt_two : (1 : ℝ) < 2)).add
    (tendsto_pow_const_div_const_pow_of_one_lt 1 (one_lt_two : (1 : ℝ) < 2))
  rw [add_zero] at h
  refine squeeze_zero (fun m => by unfold share; positivity) (fun m => ?_)
    (h.comp (tendsto_add_atTop_nat 1))
  refine (share_le m).trans (le_of_eq ?_)
  simp only [Function.comp_apply]
  push_cast
  ring

end TruncatedGenealogicalCoupling
```

```lean
#print axioms TruncatedGenealogicalCoupling.spin_half_after_odd
#print axioms TruncatedGenealogicalCoupling.share_tendsto_zero
```

```
'TruncatedGenealogicalCoupling.spin_half_after_odd' depends on axioms: [propext, Quot.sound]
'TruncatedGenealogicalCoupling.share_tendsto_zero' depends on axioms: [propext, Classical.choice, Quot.sound]
```

### From the pairs to the Lean proof

`twiceSpin_cons` says how one letter at the front changes the excess. In `spin_half_after_odd`, the local statement `parity` shows by induction that the excess equals the length plus an even number. The Dyck condition supplies the lower bound 0, the cap supplies the upper bound 2, and `omega` concludes that an odd integer between them is 1.

The count is organised slightly differently and does not call that theorem. `pairChoices` turns a list of Booleans into the word without its first U: each `true` gives UD, each `false` gives DU, and a final D closes it. With the leading U removed, the bounds 0 and 2 become −1 and 1, and the total excess becomes −1. Three lemmas then establish the correspondence:

- `pairChoices_injective` shows that different lists give different words.
- `pairChoices_spin` shows that every word built this way has the right length, total and bounds.
- `exists_pairChoices` shows that every word with these properties is built this way. Its induction removes two letters at a time. UU would reach excess 2 and DD would reach −2, so `omega` rules both out, and UD and DU pass to the shorter word.

In `card_spinCapped`, the map `f` sends a Boolean vector of length m to the tableau with the leading U restored. For surjectivity, the proof first shows that a given capped tableau begins with U, then applies `exists_pairChoices` to the rest. Since `f` is bijective, the count is that of Boolean vectors, 2^m.

`share_le` takes the Catalan count, its relation to the central binomial and the inequality for 4^n from Mathlib. It splits 4^(m+1) as 2 · 2^m · 2^(m+1), clears denominators with `div_le_div_iff₀`, and leaves the comparison to `linarith`. `share_tendsto_zero` shifts the index by one, writes the bound as n²/2^n + n/2^n, and squeezes the share between 0 and that sum.

### Where weaker conditions fail

Relaxing the cap from e_k ≤ 2 to e_k ≤ 3 already breaks the spin-½ statement. The word UUUDDD satisfies the relaxed condition, yet after three electrons its spin is 3/2. It also spoils the count: all five tableaux of shape (3, 3) would be admitted, not four.

The range condition 2j + 1 ≤ 2m cannot be loosened even to 2j + 1 ≤ 2m + 1. For the word UD, with m = 1 and j = 1, the prefix of length 3 is the whole word, and its excess is 0 instead of 1.
